# A bond-order attraction with matched exponentials equals a Finnis–Sinclair attraction

## Distances and neighbour lists in place of positions

To compare two formulas for the attraction between atoms, one with a bond order for each pair and one with a square root for each atom, the atoms are described here by a table of distances and a list of neighbours, not by positions in space. Each atom \(i\) has a finite neighbour set \(N(i)\), and each ordered pair has a real number \(r_{ij}\). Nothing else about the geometry enters the comparison, so the result holds for any finite set of atoms, whether it forms a molecule, a cluster or a finite piece of a solid.

## Two pictures of cohesion

In a bond-order potential, atom \(i\) is attracted to its neighbour \(j\) by \(e^{-\lambda r_{ij}}\), weakened by a factor \(b_{ij}\) that falls as \(i\) acquires more neighbours. The number \(\lambda\) is the decay rate of the attraction. The bond order considered here is

\[
b_{ij}=\Bigl(\sum_{k\in N(i)}e^{-2\lambda(r_{ik}-r_{ij})}\Bigr)^{-1/2}.
\]

A Finnis–Sinclair potential instead assigns to each atom a density, a sum of pair functions, and takes its square root. Here the pair function is chosen to be an exponential that matches the bond order:

\[
\rho_i=\sum_{k\in N(i)}e^{-2\lambda r_{ik}},\qquad E_i=-\sqrt{\rho_i}.
\]

This density is a sum over neighbours, not an electron density. In a non-interacting tight-binding model with one orbital per atom, orthogonal to all others, and hopping only between neighbours, proportional to \(e^{-\lambda r}\), \(\rho_i\) is proportional to the second moment of the local density of states about the on-site energy, and \(\sqrt{\rho_i}\) to its width. That is the physics behind the two postulated numbers: the factor 2 in the exponent comes from squaring the hopping, and the power \(-1/2\) from the square root.

## The equality and its scope

The main theorem, `bondOrderEnergy_eq_finnisSinclairEnergy`, says that

\[
-\sum_i\sum_{j\in N(i)}b_{ij}\,e^{-\lambda r_{ij}}=-\sum_i\sqrt{\rho_i}.
\]

In Lean the atoms are the elements of a finite type `ι`, the distances are a function `r : ι → ι → ℝ`, the neighbour lists are `N : ι → Finset ι`, and \(\lambda\) is the real number `lam`. The distances need not be symmetric or positive, and \(\lambda\) may have either sign; the physical case is \(\lambda>0\). Isolated atoms are allowed in the energy, where they contribute zero to both sides.

The energy unit is the prefactor of the pair attraction. The sum runs over ordered pairs without a factor \(1/2\), so a bond listed by both of its atoms appears twice, with a bond order from each end. Only the attraction is compared; a common pair repulsion can be added to both sides.

A fitted Tersoff potential is not covered: it has a smooth cutoff, an angular function and further fitted parameters in its bond order, whereas here a neighbour counts fully or not at all, and angles play no role. For simulations with this angle-free form, the equality means that the attractive energy needs one sum over neighbours per atom, not a separate sum for every bond.

## From relative distances to a square root

Let atom \(i\) have at least one neighbour, so that \(\rho_i>0\). The distance \(r_{ij}\) does not depend on the summation index \(k\), and its exponential comes out of the sum:

\[
\sum_{k\in N(i)}e^{-2\lambda(r_{ik}-r_{ij})}=e^{2\lambda r_{ij}}\rho_i .
\]

Raising this to the power \(-1/2\) gives

\[
b_{ij}=\frac{e^{-\lambda r_{ij}}}{\sqrt{\rho_i}} .
\]

Multiplying by the pair attraction and summing over the neighbours gives

\[
\sum_{j\in N(i)}b_{ij}e^{-\lambda r_{ij}}
=\frac{1}{\sqrt{\rho_i}}\sum_{j\in N(i)}e^{-2\lambda r_{ij}}
=\frac{\rho_i}{\sqrt{\rho_i}}=\sqrt{\rho_i}.
\]

For an isolated atom the first sum is empty and \(\rho_i=0\), so both ends are zero. Summing over \(i\) and changing the sign gives the equality of the energies.

## Bond orders as normalised weights

The same formula for \(b_{ij}\) shows that the squared bond orders of an atom with neighbours sum to one:

\[
\sum_{j\in N(i)}b_{ij}^2=\frac{1}{\rho_i}\sum_{j\in N(i)}e^{-2\lambda r_{ij}}=1.
\]

Now let \(c_j\) be any real weights with \(\sum_{j\in N(i)}c_j^2\le 1\). By the Cauchy–Schwarz inequality,

\[
\Bigl(\sum_{j\in N(i)}c_je^{-\lambda r_{ij}}\Bigr)^2\le\Bigl(\sum_{j\in N(i)}c_j^2\Bigr)\rho_i\le\rho_i ,
\]

so the attraction with these weights is at most \(\sqrt{\rho_i}\), the value that the bond orders give.

If \(j\) is a neighbour of \(i\), the term \(k=j\) in the definition of \(b_{ij}\) equals \(e^0=1\). Separating it gives

\[
b_{ij}=(1+\zeta_{ij})^{-1/2},\qquad
\zeta_{ij}=\sum_{k\in N(i),\,k\ne j}e^{-2\lambda(r_{ik}-r_{ij})}.
\]

This has the structure of the Tersoff bond order \((1+\beta^n\zeta_{ij}^n)^{-1/(2n)}\), with the fitted parameters \(\beta\) and \(n\) set to one and without the angular function. The exponent in \(\zeta_{ij}\) is linear in \(r_{ik}-r_{ij}\) here, whereas some versions of the Tersoff potential contain the cube of that difference.

Finally, let all \(Z\) neighbours of \(i\) lie at distance \(d\). Every term in the defining sum is then one, the sum is \(Z\), and each bond has \(b_{ij}=1/\sqrt Z\). The site attraction is \(Z\cdot Z^{-1/2}e^{-\lambda d}=\sqrt Z\,e^{-\lambda d}\). Each added bond weakens the others, yet the total still grows. For \(Z=0\) there are no bonds to describe and the total is zero.

## The complete Lean source

```lean
import Mathlib

open Finset

namespace BondOrderFinnisSinclair

noncomputable section

variable {ι : Type*}

/-- The Finnis-Sinclair density at atom `i`: the sum of `exp (-2 λ r_ik)` over its
neighbours `k`. -/
def density (lam : ℝ) (r : ι → ι → ℝ) (N : ι → Finset ι) (i : ι) : ℝ :=
  ∑ k ∈ N i, Real.exp (-2 * lam * r i k)

/-- The bond order `b_ij = (∑ k, exp (-2 λ (r_ik - r_ij))) ^ (-1/2)`, with `k` running over the
neighbours of `i`; it is meant for atoms `i` with at least one neighbour. -/
def bondOrder (lam : ℝ) (r : ι → ι → ℝ) (N : ι → Finset ι) (i j : ι) : ℝ :=
  (∑ k ∈ N i, Real.exp (-2 * lam * (r i k - r i j))) ^ (-(1 / 2 : ℝ))

/-- The attractive energy of the bond-order potential, `-∑ b_ij exp (-λ r_ij)` over all atoms `i`
and their neighbours `j`. -/
def bondOrderEnergy [Fintype ι] (lam : ℝ) (r : ι → ι → ℝ) (N : ι → Finset ι) : ℝ :=
  -∑ i, ∑ j ∈ N i, bondOrder lam r N i j * Real.exp (-lam * r i j)

/-- The attractive Finnis-Sinclair energy: minus the sum over atoms of the square root of the
density. -/
def finnisSinclairEnergy [Fintype ι] (lam : ℝ) (r : ι → ι → ℝ) (N : ι → Finset ι) : ℝ :=
  -∑ i, Real.sqrt (density lam r N i)

/-- The square of the pair attraction `exp (-λ d)` is the density contribution
`exp (-2 λ d)`. -/
theorem attraction_sq (lam d : ℝ) :
    Real.exp (-lam * d) ^ 2 = Real.exp (-2 * lam * d) := by
  rw [sq, ← Real.exp_add]
  congr 1
  ring

/-- For an atom with at least one neighbour, the density is positive. -/
theorem density_pos (lam : ℝ) (r : ι → ι → ℝ) (N : ι → Finset ι) {i : ι}
    (h : (N i).Nonempty) : 0 < density lam r N i :=
  Finset.sum_pos (fun _ _ => Real.exp_pos _) h

/-- For an atom `i` with at least one neighbour, the bond order is the pair attraction divided by
the square root of the density at `i`. -/
theorem bondOrder_eq (lam : ℝ) (r : ι → ι → ℝ) (N : ι → Finset ι) {i : ι}
    (h : (N i).Nonempty) (j : ι) :
    bondOrder lam r N i j = Real.exp (-lam * r i j) / Real.sqrt (density lam r N i) := by
  have hS := density_pos lam r N h
  -- the reference distance `r_ij` factors out of the sum
  have hfac : ∑ k ∈ N i, Real.exp (-2 * lam * (r i k - r i j))
      = Real.exp (2 * lam * r i j) * density lam r N i := by
    rw [density, Finset.mul_sum]
    refine Finset.sum_congr rfl fun k _ => ?_
    rw [← Real.exp_add]
    congr 1
    ring
  have he : 2 * lam * r i j * (-(1 / 2 : ℝ)) = -lam * r i j := by ring
  rw [bondOrder, hfac, Real.mul_rpow (Real.exp_pos _).le hS.le, ← Real.exp_mul, he,
    Real.rpow_neg hS.le, ← Real.sqrt_eq_rpow, div_eq_mul_inv]

/-- The squared bond orders of an atom with at least one neighbour sum to one. -/
theorem sum_bondOrder_sq (lam : ℝ) (r : ι → ι → ℝ) (N : ι → Finset ι) {i : ι}
    (h : (N i).Nonempty) : ∑ j ∈ N i, bondOrder lam r N i j ^ 2 = 1 := by
  have hS := density_pos lam r N h
  calc ∑ j ∈ N i, bondOrder lam r N i j ^ 2
      = ∑ j ∈ N i, Real.exp (-2 * lam * r i j) / density lam r N i := by
        refine Finset.sum_congr rfl fun j _ => ?_
        rw [bondOrder_eq lam r N h, div_pow, attraction_sq, Real.sq_sqrt hS.le]
    _ = density lam r N i / density lam r N i := by
        rw [← Finset.sum_div, density]
    _ = 1 := div_self hS.ne'

/-- The bond-order attraction summed over the neighbours of one atom is the square root of the
density at that atom. -/
theorem site_attraction (lam : ℝ) (r : ι → ι → ℝ) (N : ι → Finset ι) (i : ι) :
    ∑ j ∈ N i, bondOrder lam r N i j * Real.exp (-lam * r i j)
      = Real.sqrt (density lam r N i) := by
  rcases (N i).eq_empty_or_nonempty with h | h
  · -- an isolated atom contributes nothing on either side
    simp [density, h]
  · calc ∑ j ∈ N i, bondOrder lam r N i j * Real.exp (-lam * r i j)
        = ∑ j ∈ N i, Real.exp (-2 * lam * r i j) / Real.sqrt (density lam r N i) := by
          refine Finset.sum_congr rfl fun j _ => ?_
          rw [bondOrder_eq lam r N h, div_mul_eq_mul_div, ← sq, attraction_sq]
      _ = density lam r N i / Real.sqrt (density lam r N i) := by
          rw [← Finset.sum_div, density]
      _ = Real.sqrt (density lam r N i) := Real.div_sqrt

/-- The attractive energy of the bond-order potential equals the Finnis-Sinclair energy, for any
pair separations and any finite neighbour lists. -/
theorem bondOrderEnergy_eq_finnisSinclairEnergy [Fintype ι] (lam : ℝ) (r : ι → ι → ℝ)
    (N : ι → Finset ι) : bondOrderEnergy lam r N = finnisSinclairEnergy lam r N := by
  simp only [bondOrderEnergy, finnisSinclairEnergy, site_attraction]

/-- Among all bond weights at an atom whose squares sum to at most one, none gives a larger
attraction than the bond orders. -/
theorem bondOrder_optimal (lam : ℝ) (r : ι → ι → ℝ) (N : ι → Finset ι) (i : ι)
    (c : ι → ℝ) (hc : ∑ j ∈ N i, c j ^ 2 ≤ 1) :
    ∑ j ∈ N i, c j * Real.exp (-lam * r i j)
      ≤ ∑ j ∈ N i, bondOrder lam r N i j * Real.exp (-lam * r i j) := by
  rw [site_attraction]
  have hS : 0 ≤ density lam r N i := Finset.sum_nonneg fun _ _ => (Real.exp_pos _).le
  -- Cauchy-Schwarz between the weights and the pair attractions
  have hcs := Finset.sum_mul_sq_le_sq_mul_sq (N i) c (fun j => Real.exp (-lam * r i j))
  simp only [attraction_sq] at hcs
  refine (le_abs_self _).trans (Real.abs_le_sqrt ?_)
  calc (∑ j ∈ N i, c j * Real.exp (-lam * r i j)) ^ 2
      ≤ (∑ j ∈ N i, c j ^ 2) * density lam r N i := hcs
    _ ≤ 1 * density lam r N i := mul_le_mul_of_nonneg_right hc hS
    _ = density lam r N i := one_mul _

/-- For a neighbour `j` of `i`, the bond order equals `(1 + ζ_ij) ^ (-1/2)`, where `ζ_ij` sums
`exp (-2 λ (r_ik - r_ij))` over the other neighbours `k` of `i`. -/
theorem bondOrder_tersoff_form [DecidableEq ι] (lam : ℝ) (r : ι → ι → ℝ) (N : ι → Finset ι)
    {i j : ι} (hj : j ∈ N i) :
    bondOrder lam r N i j
      = (1 + ∑ k ∈ (N i).erase j, Real.exp (-2 * lam * (r i k - r i j))) ^ (-(1 / 2 : ℝ)) := by
  have h := Finset.add_sum_erase (N i) (fun k => Real.exp (-2 * lam * (r i k - r i j))) hj
  simp only [sub_self, mul_zero, Real.exp_zero] at h
  rw [bondOrder, ← h]

/-- If all `Z` neighbours of an atom lie at the same distance `d`, each of its bonds has bond order
`1 / √Z`, and its total attraction is `√Z exp (-λ d)`. -/
theorem equal_bonds (lam d : ℝ) (r : ι → ι → ℝ) (N : ι → Finset ι) (i : ι)
    (hr : ∀ k ∈ N i, r i k = d) :
    (∀ j ∈ N i, bondOrder lam r N i j = 1 / Real.sqrt ((N i).card : ℝ)) ∧
      ∑ j ∈ N i, bondOrder lam r N i j * Real.exp (-lam * d)
        = Real.sqrt ((N i).card : ℝ) * Real.exp (-lam * d) := by
  have hb : ∀ j ∈ N i, bondOrder lam r N i j = 1 / Real.sqrt ((N i).card : ℝ) := by
    intro j hj
    -- every term of the defining sum equals one
    have hsum : ∑ k ∈ N i, Real.exp (-2 * lam * (r i k - r i j)) = ((N i).card : ℝ) := by
      have h1 : ∀ k ∈ N i, Real.exp (-2 * lam * (r i k - r i j)) = 1 := by
        intro k hk
        rw [hr k hk, hr j hj, sub_self, mul_zero, Real.exp_zero]
      rw [Finset.sum_congr rfl h1]
      simp
    rw [bondOrder, hsum, Real.rpow_neg (Nat.cast_nonneg _), ← Real.sqrt_eq_rpow, one_div]
  refine ⟨hb, ?_⟩
  rw [← Finset.sum_mul, Finset.sum_congr rfl hb, Finset.sum_const, nsmul_eq_mul,
    mul_one_div, Real.div_sqrt]

end

end BondOrderFinnisSinclair
```

```lean
#print axioms BondOrderFinnisSinclair.bondOrderEnergy_eq_finnisSinclairEnergy
#print axioms BondOrderFinnisSinclair.bondOrder_optimal
#print axioms BondOrderFinnisSinclair.bondOrder_tersoff_form
#print axioms BondOrderFinnisSinclair.equal_bonds
```

```
'BondOrderFinnisSinclair.bondOrderEnergy_eq_finnisSinclairEnergy' depends on axioms: [propext, Classical.choice, Quot.sound]
'BondOrderFinnisSinclair.bondOrder_optimal' depends on axioms: [propext, Classical.choice, Quot.sound]
'BondOrderFinnisSinclair.bondOrder_tersoff_form' depends on axioms: [propext, Classical.choice, Quot.sound]
'BondOrderFinnisSinclair.equal_bonds' depends on axioms: [propext, Classical.choice, Quot.sound]
```

## The algebra, lemma by lemma

`attraction_sq` states that the square of \(e^{-\lambda d}\) is \(e^{-2\lambda d}\), and `density_pos` that \(\rho_i>0\) when there is a neighbour. `bondOrder_eq` contains the factorisation. Its intermediate statement `hfac` is the first displayed equation of the derivation, proved by moving the prefactor inside the sum and comparing exponents term by term.

`site_attraction` treats one atom and splits into two cases. With no neighbours, `simp` evaluates both sides to zero. Otherwise the `calc` chain follows the derivation: insert the formula for \(b_{ij}\), collect the numerator into \(\rho_i\), and simplify \(\rho_i/\sqrt{\rho_i}\) with `Real.div_sqrt`. The energy theorem then unfolds both energies and applies this result to every atom.

`sum_bondOrder_sq` ends with \(\rho_i/\rho_i=1\), which is where strict positivity is used. For an isolated atom the sum of squares would be zero, so this statement does need a neighbour.

In `bondOrder_optimal`, the Mathlib lemma `Finset.sum_mul_sq_le_sq_mul_sq` supplies Cauchy–Schwarz. The proof bounds the square of the weighted sum by \(\rho_i\), and `Real.abs_le_sqrt` turns this into a bound on its absolute value, which also handles weights of negative sign.

`bondOrder_tersoff_form` uses `Finset.add_sum_erase` to separate the term \(k=j\). `equal_bonds` first shows that the defining sum is the number of neighbours, `(N i).card`, and then adds up equal contributions.

## Real powers and their sign conditions

The passage from a power \(-1/2\) to a quotient by a square root rests on Mathlib's real power function, `Real.rpow`. The exponent is written `-(1 / 2 : ℝ)` so that the division takes place in the real numbers; in integer division, \(1/2\) would be zero.

Four rewriting steps in `bondOrder_eq` do the work. `Real.mul_rpow` splits \((e^{2\lambda r_{ij}}\rho_i)^{-1/2}\) into two powers. `Real.exp_mul`, read from right to left, turns the first into a single exponential, whose exponent `he` simplifies to \(-\lambda r_{ij}\). `Real.rpow_neg` turns the second into the inverse of \(\rho_i^{1/2}\), and `Real.sqrt_eq_rpow` identifies that power with \(\sqrt{\rho_i}\).

The splitting rule asks for proofs that both factors are nonnegative. Mathlib's power is also defined for negative bases, and there the rule can fail when both factors are negative: \(((-1)(-1))^{-1/2}\) is \(1\), whereas Mathlib assigns \((-1)^{-1/2}\) the value \(0\). In the bond order one factor is an exponential and the other a sum of exponentials, so the condition is met for every set of distances.
